# The separability threshold of two-qubit Werner matrices

Two $d$-level systems in a Werner state are entangled if the state is not separable. Here a matrix is called separable if it is a finite sum of products $A\otimes B$ with $A,B$ positive semidefinite. No trace is fixed, since dividing by a positive trace does not affect separability.

```lean
import Mathlib

open Matrix
open scoped Kronecker ComplexOrder

namespace WernerSeparability

noncomputable section

variable (n : Type*) [Fintype n] [DecidableEq n]
```

The levels are labelled by a finite type `n`, with $d$ = `Fintype.card n`. The swap $F$ exchanges the two factors.

```lean
/-- The swap matrix, which exchanges the two factors of a bipartite system. -/
def swap : Matrix (n × n) (n × n) ℂ :=
  Matrix.of fun p q => if p.1 = q.2 ∧ p.2 = q.1 then 1 else 0
```

The name `werner` denotes the unnormalised matrix $1+bF$; the textbook state is $(1+bF)/(d^2+bd)$. For $d\ge2$, $F$ has eigenvalues $\pm1$, so a state needs $|b|\le1$.

```lean
/-- The unnormalised Werner matrix `1 + b F`, with `F` the swap. -/
def werner (b : ℝ) : Matrix (n × n) (n × n) ℂ := 1 + (b : ℂ) • swap n
```

The finite sums form the additive submonoid generated by the products.

```lean
/-- The separable matrices: all finite sums of Kronecker products of positive
semidefinite matrices. -/
def separableCone : AddSubmonoid (Matrix (n × n) (n × n) ℂ) :=
  AddSubmonoid.closure {M | ∃ A B : Matrix n n ℂ, A.PosSemidef ∧ B.PosSemidef ∧ M = A ⊗ₖ B}
```

Let $\omega=e^{2\pi i/3}$. A choice of phases $f$ gives the vector $v_i=\omega^{f_i}$ and the matrix $P=|v\rangle\langle v|$. In Lean, `ZMod.stdAddChar` is $a\mapsto\omega^a$.

```lean
variable {n}

/-- The matrix `|v⟩⟨v|` of the vector `v` whose components are the cube roots of unity
labelled by `f`. -/
def phaseMatrix (f : n → ZMod 3) : Matrix n n ℂ :=
  Matrix.of fun i k => ZMod.stdAddChar (f i - f k)
```

## (a) Trace against the swap

Show that $\mathrm{Tr}(FM)=\sum_{ij}M_{(j,i),(i,j)}$.

In $\sum_{p,q}F_{pq}M_{qp}$, only $p=(i,j)$, $q=(j,i)$ contribute, each with $F_{pq}=1$. `simp` does this expansion.

```lean
/-- The trace of the swap times a matrix `M` sums the entries of `M` between exchanged
product basis states. -/
theorem trace_swap_mul (M : Matrix (n × n) (n × n) ℂ) :
    (swap n * M).trace = ∑ i, ∑ j, M (j, i) (i, j) := by
  simp [Matrix.trace, Matrix.mul_apply, Fintype.sum_prod_type, swap, ite_and]
```

## (b) Swap expectation of separable matrices

Show that $\mathrm{Tr}(FW)\ge0$ for separable $W$. In Lean's complex order this also says that the trace is real.

For a product, (a) gives $\sum_{ij}A_{ji}B_{ij}=\mathrm{Tr}(AB)$. With $|\Omega\rangle=\sum_i|ii\rangle$,
$$\langle\Omega|A\otimes B^T|\Omega\rangle=\sum_{ik}A_{ik}B_{ki}=\mathrm{Tr}(AB)\ge0,$$
because $A\otimes B^T$ is positive semidefinite. Sums follow by linearity; `closure_induction` treats products, zero and sums in turn.

```lean
/-- Every separable matrix has a nonnegative swap expectation. -/
theorem swap_expectation_nonneg {W : Matrix (n × n) (n × n) ℂ} (hW : W ∈ separableCone n) :
    0 ≤ (swap n * W).trace := by
  unfold separableCone at hW
  induction hW using AddSubmonoid.closure_induction with
  | mem x hx =>
    obtain ⟨A, B, hA, hB, rfl⟩ := hx
    -- Tr(AB) equals ⟨Ω|A ⊗ Bᵀ|Ω⟩ for the unnormalised vector Ω = ∑ |ii⟩
    have h := (hA.kronecker hB.transpose).dotProduct_mulVec_nonneg
      (fun p : n × n => if p.1 = p.2 then (1 : ℂ) else 0)
    have hv : star (fun p : n × n => if p.1 = p.2 then (1 : ℂ) else 0) ⬝ᵥ
        ((A ⊗ₖ Bᵀ) *ᵥ (fun p : n × n => if p.1 = p.2 then (1 : ℂ) else 0))
        = ∑ i, ∑ k, A i k * B k i := by
      simp [dotProduct, Matrix.mulVec, Fintype.sum_prod_type, apply_ite star]
    rw [hv] at h
    rw [trace_swap_mul, Finset.sum_comm]
    simpa only [Matrix.kroneckerMap_apply] using h
  | zero => simp
  | add x y hx hy ihx ihy =>
    rw [mul_add, Matrix.trace_add]
    exact add_nonneg ihx ihy
```

## (c) Nonnegative multiples

Show that $cW$ is separable for separable $W$ and real $c\ge0$.

Use $c(A\otimes B)=(cA)\otimes B$ in each term; the induction is as in (b).

```lean
omit [Fintype n] [DecidableEq n] in
/-- A separable matrix stays separable when multiplied by a nonnegative number. -/
theorem smul_separable {c : ℝ} (hc : 0 ≤ c) {W : Matrix (n × n) (n × n) ℂ}
    (hW : W ∈ separableCone n) : (c : ℂ) • W ∈ separableCone n := by
  unfold separableCone at hW
  induction hW using AddSubmonoid.closure_induction with
  | mem x hx =>
    obtain ⟨A, B, hA, hB, rfl⟩ := hx
    exact AddSubmonoid.subset_closure ⟨(c : ℂ) • A, B, hA.smul (Complex.zero_le_real.2 hc), hB,
      (Matrix.smul_kronecker _ _ _).symm⟩
  | zero => simp
  | add x y hx hy ihx ihy =>
    rw [smul_add]
    exact add_mem ihx ihy
```

## (d) Diagonal matrices

Show that $\mathrm{diag}(w)$ is separable if all $w_{(i,j)}\ge0$.

Write $\mathrm{diag}(w)=\sum_r|r\rangle\langle r|\otimes\mathrm{diag}_j(w_{(r,j)})$. Both factors are diagonal with nonnegative entries. Lean checks the identity entry by entry.

```lean
/-- A matrix that is diagonal in the product basis with nonnegative entries is separable. -/
theorem diagonal_separable (w : n × n → ℂ) (hw : ∀ p, 0 ≤ w p) :
    Matrix.diagonal w ∈ separableCone n := by
  have h : Matrix.diagonal w = ∑ r, Matrix.diagonal (fun i => if i = r then (1 : ℂ) else 0) ⊗ₖ
      Matrix.diagonal (fun j => w (r, j)) := by
    ext ⟨i, j⟩ ⟨k, l⟩
    rw [Matrix.sum_apply]
    by_cases h1 : i = k <;> by_cases h2 : j = l <;>
      simp [Matrix.kroneckerMap_apply, h1, h2]
  rw [h]
  refine sum_mem fun r _ => AddSubmonoid.subset_closure ⟨_, _, ?_, ?_, rfl⟩
  · refine Matrix.posSemidef_diagonal_iff.2 fun i => ?_
    split_ifs <;> simp
  · exact Matrix.posSemidef_diagonal_iff.2 fun j => hw (r, j)
```

## (e) Summing over phases

With $N=3^d$ phase choices, show that
$$S=\sum_f\omega^{f_i-f_k+f_j-f_l}=\begin{cases}N&(i=k,\,j=l)\text{ or }(i=l,\,j=k)\\0&\text{otherwise.}\end{cases}$$

In the first case every exponent vanishes. Otherwise, find $g$ with $s=g_i-g_k+g_j-g_l\ne0$ modulo 3. If $i=k$ or $i=l$, let $g$ be 1 at $j$ and 0 elsewhere, so $s=1$. If $i$ is neither, put the 1 at $i$, so $s$ is 1 or 2. Replacing $f$ by $g+f$ permutes the choices and multiplies each term by $\omega^s$. Hence $S=\omega^sS$, and $S=0$. Signs $\pm1$ in place of cube roots would fail at $i=j\ne k=l$, where the exponent is always even.

The central device is `Fintype.sum_equiv` with `Equiv.addLeft g`: two finite sums agree when a bijection matches their terms. The shift carries its own inverse, so no counting is needed. Injectivity of `stdAddChar` then gives $\omega^s\ne1$.

```lean
/-- Summed over all choices of cube-root phases, a product of two phase factors and two
conjugate ones survives only if the phases cancel in pairs. -/
theorem phase_average (i j k l : n) :
    ∑ f : n → ZMod 3, (ZMod.stdAddChar (f i - f k) : ℂ) * ZMod.stdAddChar (f j - f l) =
      if (i = k ∧ j = l) ∨ (i = l ∧ j = k) then (Fintype.card (n → ZMod 3) : ℂ) else 0 := by
  split_ifs with h
  · have h1 : ∀ f : n → ZMod 3,
        (ZMod.stdAddChar (f i - f k) : ℂ) * ZMod.stdAddChar (f j - f l) = 1 := by
      intro f
      rw [← AddChar.map_add_eq_mul]
      rcases h with ⟨rfl, rfl⟩ | ⟨rfl, rfl⟩ <;> simp
    simp only [h1, Finset.sum_const, Finset.card_univ, nsmul_eq_mul, mul_one]
  · -- some shift g of the phases changes the summand by a factor other than 1
    obtain ⟨g, hg⟩ : ∃ g : n → ZMod 3, g i - g k + (g j - g l) ≠ 0 := by
      by_cases h1 : i = k
      · have h2 : l ≠ j := fun e => h (Or.inl ⟨h1, e.symm⟩)
        exact ⟨fun m => if m = j then 1 else 0, by simp [h1, h2]⟩
      by_cases h3 : i = l
      · have h2 : k ≠ j := fun e => h (Or.inr ⟨h3, e.symm⟩)
        refine ⟨fun m => if m = j then 1 else 0, ?_⟩
        rw [h3, add_comm, sub_add_sub_cancel]
        simp [h2]
      · refine ⟨fun m => if m = i then 1 else 0, ?_⟩
        by_cases h4 : j = i
        · simp only [h4, Ne.symm h1, Ne.symm h3, if_true, if_false]
          decide
        · simp [h4, Ne.symm h1, Ne.symm h3]
    have hne : (ZMod.stdAddChar (g i - g k + (g j - g l)) : ℂ) ≠ 1 := fun e =>
      hg (ZMod.injective_stdAddChar (e.trans (AddChar.map_zero_eq_one _).symm))
    have hs : (ZMod.stdAddChar (g i - g k + (g j - g l)) : ℂ) *
        ∑ f : n → ZMod 3, (ZMod.stdAddChar (f i - f k) : ℂ) * ZMod.stdAddChar (f j - f l) =
        ∑ f : n → ZMod 3, (ZMod.stdAddChar (f i - f k) : ℂ) * ZMod.stdAddChar (f j - f l) := by
      rw [Finset.mul_sum]
      refine Fintype.sum_equiv (Equiv.addLeft g) _ _ fun f => ?_
      simp only [← AddChar.map_add_eq_mul, Equiv.coe_addLeft, Pi.add_apply]
      congr 1
      ring
    exact (mul_eq_zero.1 (by linear_combination hs)).resolve_left (sub_ne_zero.2 hne)
```

## (f) Two positive matrices

For $d\ge1$ (`[Nonempty n]`), show that $P\ge0$ and $d\cdot1-P\ge0$.

Both are Hermitian. Since $\sum_m\omega^{f_i-f_m}\omega^{f_m-f_k}=d\,P_{ik}$, we have $P^2=dP$, and
$$(d-P)^2=d^2-2dP+dP=d(d-P).$$
A Hermitian $Q$ with $Q^2=dQ$ equals $Q^\dagger Q/d\ge0$, which is `key`. The normalised projector is $P/d$.

```lean
/-- For a vector `v` of `d ≥ 1` cube-root phases, both `|v⟩⟨v|` and `d - |v⟩⟨v|` are positive
semidefinite. -/
theorem phaseMatrix_posSemidef [Nonempty n] (f : n → ZMod 3) :
    (phaseMatrix f).PosSemidef ∧
      ((Fintype.card n : ℂ) • (1 : Matrix n n ℂ) - phaseMatrix f).PosSemidef := by
  have hd : (Fintype.card n : ℂ) ≠ 0 := Nat.cast_ne_zero.2 Fintype.card_ne_zero
  -- a Hermitian Q with Q² = d Q equals QᴴQ / d
  have key : ∀ Q : Matrix n n ℂ, Qᴴ = Q → Q * Q = (Fintype.card n : ℂ) • Q →
      Q.PosSemidef := by
    intro Q hQ hQQ
    have h := Matrix.posSemidef_conjTranspose_mul_self Q
    rw [hQ, hQQ] at h
    have h2 := h.smul (Complex.zero_le_real.2
      (inv_nonneg.2 (Nat.cast_nonneg (Fintype.card n)) : (0 : ℝ) ≤ (Fintype.card n : ℝ)⁻¹))
    rwa [smul_smul, Complex.ofReal_inv, Complex.ofReal_natCast, inv_mul_cancel₀ hd,
      one_smul] at h2
  have hH : (phaseMatrix f)ᴴ = phaseMatrix f := by
    ext i k
    simp only [Matrix.conjTranspose_apply, phaseMatrix, Matrix.of_apply]
    rw [← neg_sub (f k) (f i), AddChar.map_neg_eq_conj]
    rfl
  have hP : phaseMatrix f * phaseMatrix f = (Fintype.card n : ℂ) • phaseMatrix f := by
    ext i k
    simp only [Matrix.mul_apply, phaseMatrix, Matrix.of_apply, Matrix.smul_apply, smul_eq_mul,
      ← AddChar.map_add_eq_mul, sub_add_sub_cancel, Finset.sum_const, Finset.card_univ,
      nsmul_eq_mul]
  refine ⟨key _ hH hP, key _ ?_ ?_⟩
  · simp [Matrix.conjTranspose_sub, Matrix.conjTranspose_smul, hH]
  · simp only [sub_mul, mul_sub, smul_mul_assoc, mul_smul_comm, one_mul, mul_one, hP]
    module
```

## (g) Two separable endpoints

Show that $1+F$ and $d\cdot1-F$ are separable.

Let $D$ project onto the span of the $|ii\rangle$, and let bars denote averages over $f$. The entries of $1+F$ are $\delta_{ik}\delta_{jl}+\delta_{il}\delta_{jk}$, which is 2 when all indices agree, where the average $S/N$ from (e) is 1. So
$$1+F=\overline{P\otimes P}+D.$$
Setting $j=l=i$ in (e) gives $\overline P=1$, hence
$$d\cdot1-F=\overline{P\otimes(d-P)}+(1-D).$$
Parts (c), (d) and (f) make every term separable. Lean proves both identities by cases on equal indices.

```lean
/-- In any dimension `d ≥ 1`, the matrices `1 + F` and `d - F` are both separable. -/
theorem extremal_separable [Nonempty n] :
    1 + swap n ∈ separableCone n ∧
      (Fintype.card n : ℂ) • (1 : Matrix (n × n) (n × n) ℂ) - swap n ∈ separableCone n := by
  obtain ⟨c, hc, hN⟩ : ∃ c : ℝ, 0 ≤ c ∧ (c : ℂ) * (Fintype.card (n → ZMod 3) : ℂ) = 1 := by
    refine ⟨(Fintype.card (n → ZMod 3) : ℝ)⁻¹, inv_nonneg.2 (Nat.cast_nonneg _), ?_⟩
    rw [Complex.ofReal_inv, Complex.ofReal_natCast]
    exact inv_mul_cancel₀ (Nat.cast_ne_zero.2 Fintype.card_ne_zero)
  constructor
  · -- average of P ⊗ P, plus the projector on equal levels
    have h : 1 + swap n = (c : ℂ) • ∑ f : n → ZMod 3, phaseMatrix f ⊗ₖ phaseMatrix f +
        Matrix.diagonal (fun p : n × n => if p.1 = p.2 then (1 : ℂ) else 0) := by
      ext ⟨i, j⟩ ⟨k, l⟩
      simp only [Matrix.add_apply, Matrix.smul_apply, Matrix.sum_apply,
        Matrix.kroneckerMap_apply, phaseMatrix, Matrix.of_apply, smul_eq_mul]
      rw [phase_average, mul_ite, hN, mul_zero]
      clear hN hc
      by_cases h1 : i = k <;> by_cases h2 : j = l <;> by_cases h3 : i = l <;>
        by_cases h4 : j = k <;> simp_all [swap, Matrix.one_apply]
    rw [h]
    refine add_mem (smul_separable hc (sum_mem fun f _ => AddSubmonoid.subset_closure
      ⟨_, _, (phaseMatrix_posSemidef f).1, (phaseMatrix_posSemidef f).1, rfl⟩))
      (diagonal_separable _ fun p => ?_)
    split_ifs <;> simp
  · -- average of P ⊗ (d - P), plus the projector on different levels
    have h : (Fintype.card n : ℂ) • (1 : Matrix (n × n) (n × n) ℂ) - swap n =
        (c : ℂ) • ∑ f : n → ZMod 3,
          phaseMatrix f ⊗ₖ ((Fintype.card n : ℂ) • (1 : Matrix n n ℂ) - phaseMatrix f) +
        Matrix.diagonal (fun p : n × n => if p.1 = p.2 then (0 : ℂ) else 1) := by
      ext ⟨i, j⟩ ⟨k, l⟩
      have h2 : ∑ f : n → ZMod 3, (ZMod.stdAddChar (f i - f k) : ℂ) =
          if i = k then (Fintype.card (n → ZMod 3) : ℂ) else 0 := by
        have h3 := phase_average i i k i
        simp only [sub_self, AddChar.map_zero_eq_one, mul_one, and_true, true_and,
          or_self] at h3
        exact h3
      simp only [Matrix.add_apply, Matrix.sub_apply, Matrix.smul_apply, Matrix.sum_apply,
        Matrix.kroneckerMap_apply, phaseMatrix, Matrix.of_apply, smul_eq_mul, mul_sub,
        Finset.sum_sub_distrib, ← Finset.sum_mul]
      rw [phase_average, h2, ← mul_assoc (c : ℂ), mul_ite, mul_ite, hN, mul_zero]
      clear h2 hN hc
      by_cases h1 : i = k <;> by_cases h2 : j = l <;> by_cases h3 : i = l <;>
        by_cases h4 : j = k <;> simp_all [swap, Matrix.one_apply]
    rw [h]
    refine add_mem (smul_separable hc (sum_mem fun f _ => AddSubmonoid.subset_closure
      ⟨_, _, (phaseMatrix_posSemidef f).1, (phaseMatrix_posSemidef f).2, rfl⟩))
      (diagonal_separable _ fun p => ?_)
    split_ifs <;> simp
```

## (h) The threshold in dimension $d$

For $d\ge1$ and $b\le1$, show that $1+bF$ is separable if and only if $b\ge-1/d$.

If it is separable, (b) with $\mathrm{Tr}F=d$ and $F^2=1$ gives $d+bd^2\ge0$. Conversely, put
$$s=\frac{1+bd}{1+d},\qquad t=\frac{1-b}{1+d}.$$
Both are nonnegative, with $s+td=1$ and $s-t=b$, so $1+bF=s(1+F)+t(d\cdot1-F)$. Apply (c) and (g).

```lean
/-- In dimension `d ≥ 1` and for real `b ≤ 1`, the Werner matrix `1 + b F` is separable if and
only if `b ≥ -1/d`. -/
theorem werner_separable_iff [Nonempty n] {b : ℝ} (hb : b ≤ 1) :
    werner n b ∈ separableCone n ↔ -1 / (Fintype.card n : ℝ) ≤ b := by
  have hd : (0 : ℝ) < Fintype.card n := Nat.cast_pos.2 Fintype.card_pos
  rw [div_le_iff₀ hd]
  constructor
  · intro h
    -- the trace of F times the unnormalised matrix 1 + b F is d + b d²
    have h0 := swap_expectation_nonneg h
    have he : ∀ i j : n, werner n b (j, i) (i, j) = (if i = j then 1 else 0) + (b : ℂ) := by
      intro i j
      by_cases hij : i = j
      · simp [werner, swap, hij]
      · simp [werner, swap, hij]
    have ht : (swap n * werner n b).trace =
        (((Fintype.card n : ℝ) * (1 + b * Fintype.card n) : ℝ) : ℂ) := by
      rw [trace_swap_mul]
      simp only [he, Finset.sum_add_distrib, Finset.sum_ite_eq, Finset.mem_univ, if_true,
        Finset.sum_const, Finset.card_univ, nsmul_eq_mul]
      push_cast
      ring
    rw [ht, Complex.zero_le_real] at h0
    have h1 := nonneg_of_mul_nonneg_right h0 hd
    linarith
  · intro h
    have hd1 : (0 : ℝ) < 1 + Fintype.card n := by linarith
    -- nonnegative weights of the two extremal matrices
    obtain ⟨s, t, hs, ht, h1, h2⟩ : ∃ s t : ℝ, 0 ≤ s ∧ 0 ≤ t ∧
        s + t * Fintype.card n = 1 ∧ s - t = b := by
      refine ⟨(1 + b * Fintype.card n) / (1 + Fintype.card n), (1 - b) / (1 + Fintype.card n),
        div_nonneg (by linarith) hd1.le, div_nonneg (by linarith) hd1.le, ?_, ?_⟩
      · rw [div_mul_eq_mul_div, ← add_div, div_eq_iff hd1.ne']
        ring
      · rw [← sub_div, div_eq_iff hd1.ne']
        ring
    have h1' : (s : ℂ) + t * (Fintype.card n : ℂ) = 1 := by exact_mod_cast h1
    have h2' : (s : ℂ) - t = b := by exact_mod_cast h2
    have hw : werner n b = (s : ℂ) • (1 + swap n) +
        (t : ℂ) • ((Fintype.card n : ℂ) • (1 : Matrix (n × n) (n × n) ℂ) - swap n) := by
      have h3 : (s : ℂ) • (1 + swap n) +
          (t : ℂ) • ((Fintype.card n : ℂ) • (1 : Matrix (n × n) (n × n) ℂ) - swap n) =
          ((s : ℂ) + t * (Fintype.card n : ℂ)) • (1 : Matrix (n × n) (n × n) ℂ) +
            ((s : ℂ) - t) • swap n := by module
      rw [h3, h1', h2', one_smul, werner]
    rw [hw]
    exact add_mem (smul_separable hs extremal_separable.1)
      (smul_separable ht extremal_separable.2)
```

## (i) Two qubits

For $|b|\le1$, show that the two-qubit matrix $1+bF$ is separable if and only if $b\ge-1/2$.

Set $d=2$ in (h); $|b|\le1$ supplies $b\le1$. For $b\le0$ the normalised state is a singlet mixed with white noise, so within this one-parameter family the result tells how much noise removes the entanglement. That a real pair is in such a state is an assumption about its preparation.

```lean
/-- For two qubits and real `b` with `|b| ≤ 1`, the Werner matrix `1 + b F` is separable if and
only if `b ≥ -1/2`. -/
theorem two_qubit_werner_separable_iff {b : ℝ} (hb : |b| ≤ 1) :
    werner (Fin 2) b ∈ separableCone (Fin 2) ↔ -1 / 2 ≤ b := by
  have h := werner_separable_iff (n := Fin 2) (le_of_abs_le hb)
  rwa [Fintype.card_fin, Nat.cast_ofNat] at h

end

end WernerSeparability
```

```lean
#print axioms WernerSeparability.two_qubit_werner_separable_iff
-- 'WernerSeparability.two_qubit_werner_separable_iff' depends on axioms: [propext, Classical.choice, Quot.sound]
```

## The isotropic neighbour

Transposing the second factor of each product preserves separability and turns $F$ into $|\Omega\rangle\langle\Omega|$. So for $b\le1$, $1+b|\Omega\rangle\langle\Omega|$ is separable if and only if $b\ge-1/d$. Here this bound is only the condition for a state, since $1+bd$ is an eigenvalue. For $d\ge2$ the entangled states of this form are those with $b>1$, where the transposed matrix $1+bF$ has the negative eigenvalue $1-b$. The code does not treat this transposed version.
